# Rotating the top state of a spin n/2 about the y axis gives binomial Jz outcomes

A state of a spin $n/2$ is represented here by $n+1$ complex amplitudes indexed by the integer $k=0,\dots,n$, not by the magnetic number $m=n/2-k$, which may be half-integral. In Lean the index type is `Fin (n + 1)`, and the basis vector $e_0$, written `Pi.single 0 1`, is the top state $m=n/2$. Units have $\hbar=1$. The case $n=0$ is included.

```lean
import Mathlib

open Matrix

namespace SpinRotation

noncomputable section
```

## The spin matrices

The usual coefficient $\sqrt{(j-m)(j+m+1)}$, with $j=n/2$ and $m=n/2-(k+1)$, becomes
$$\lambda_k=\sqrt{(k+1)(n-k)}.$$

```lean
/-- The ladder coefficient connecting the levels `k` and `k + 1` of a spin `n/2`. -/
def ladder (n k : ℕ) : ℝ := √(((k : ℝ) + 1) * ((n : ℝ) - k))
```

Raising $m$ lowers the index: $J_+e_{k+1}=\lambda_k e_k$. The only non-zero entries of $J_+$ are therefore those in row $k$ and column $k+1$.

```lean
/-- The raising operator; the index `k` labels the magnetic number `n/2 - k`. -/
def Jplus (n : ℕ) : Matrix (Fin (n + 1)) (Fin (n + 1)) ℂ :=
  Matrix.of fun i j => if (i : ℕ) + 1 = (j : ℕ) then (ladder n i : ℂ) else 0
```

The lowering operator is the conjugate transpose, $J_-=J_+^\dagger$.

```lean
/-- The lowering operator, the adjoint of the raising operator. -/
def Jminus (n : ℕ) : Matrix (Fin (n + 1)) (Fin (n + 1)) ℂ := (Jplus n)ᴴ
```

The generator of the rotation is $J_y=(J_+-J_-)/(2i)$, with $1/(2i)$ written as $-i/2$.

```lean
/-- The component `Jy = (J₊ - J₋) / (2i)`. -/
def Jy (n : ℕ) : Matrix (Fin (n + 1)) (Fin (n + 1)) ℂ :=
  (-Complex.I / 2) • (Jplus n - Jminus n)
```

The measured component is diagonal, with $J_ze_k=(n/2-k)e_k$.

```lean
/-- The component `Jz`, diagonal with entries `n/2 - k`. -/
def Jz (n : ℕ) : Matrix (Fin (n + 1)) (Fin (n + 1)) ℂ :=
  Matrix.diagonal fun k => (n : ℂ) / 2 - ((k : ℕ) : ℂ)
```

Let $t$ be the rotation angle. With $c=\cos(t/2)$ and $s=\sin(t/2)$, the proposed amplitudes are
$$a_k(t)=\sqrt{\tbinom nk}\,c^{\,n-k}s^{\,k}.$$

```lean
/-- The amplitude `√C(n,k) cos(t/2)^(n-k) sin(t/2)^k`. -/
def amp (n k : ℕ) (t : ℝ) : ℝ :=
  √(n.choose k : ℝ) * Real.cos (t / 2) ^ (n - k) * Real.sin (t / 2) ^ k
```

## Ladder action and commutators

Since $\lambda_k$ is real, transposing $J_+$ puts it in row $k+1$ and column $k$ of $J_-$.

```lean
lemma Jminus_apply (n : ℕ) (i j : Fin (n + 1)) :
    Jminus n i j = if (j : ℕ) + 1 = (i : ℕ) then (ladder n j : ℂ) else 0 := by
  simp only [Jminus, Jplus, Matrix.conjTranspose_apply, Matrix.of_apply]
  split_ifs <;> simp
```

Shifting the index gives $\lambda_{k-1}=\sqrt{k(n-k+1)}$ for $k>0$. The right-hand side also makes sense at $k=0$, where it vanishes.

```lean
lemma ladder_pred (n : ℕ) {k : ℕ} (h : 0 < k) :
    ladder n (k - 1) = √((k : ℝ) * ((n : ℝ) - k + 1)) := by
  unfold ladder
  rw [Nat.cast_pred h]
  congr 1
  ring
```

On a vector of amplitudes $f$, at most one term of the matrix product survives: $(J_+f)_i=\lambda_i f_{i+1}$. At $i=n$ the coefficient is zero, so the value of $f$ beyond the top index is irrelevant.

```lean
/-- The raising operator multiplies the amplitude of level `i + 1` by the ladder
coefficient and moves it to level `i`. -/
theorem Jplus_mulVec (n : ℕ) (f : ℕ → ℂ) (i : Fin (n + 1)) :
    (Jplus n *ᵥ fun j : Fin (n + 1) => f j) i = (ladder n i : ℂ) * f (i + 1) := by
  simp only [Matrix.mulVec, dotProduct, Jplus, Matrix.of_apply]
  by_cases h : (i : ℕ) < n
  · rw [Finset.sum_eq_single (⟨(i : ℕ) + 1, by omega⟩ : Fin (n + 1))]
    · simp
    · intro j _ hj
      have hne : ¬ ((i : ℕ) + 1 = (j : ℕ)) := fun h' => hj (Fin.ext h'.symm)
      simp [hne]
    · simp
  · have hi : (i : ℕ) = n := by have := i.isLt; omega
    have h0 : ladder n i = 0 := by simp [ladder, hi]
    simp [h0]
```

Likewise $(J_-f)_i=\sqrt{i(n-i+1)}\,f_{i-1}$, with coefficient zero at $i=0$.

```lean
/-- The lowering operator moves the amplitude of level `i - 1` to level `i`, with a
coefficient that vanishes at `i = 0`. -/
theorem Jminus_mulVec (n : ℕ) (f : ℕ → ℂ) (i : Fin (n + 1)) :
    (Jminus n *ᵥ fun j : Fin (n + 1) => f j) i =
      ((√(((i : ℕ) : ℝ) * ((n : ℝ) - ((i : ℕ) : ℝ) + 1)) : ℝ) : ℂ) * f (i - 1) := by
  simp only [Matrix.mulVec, dotProduct, Jminus_apply]
  have hi := i.isLt
  rcases Nat.eq_zero_or_pos (i : ℕ) with h | h
  · simp [h]
  · have e : (i : ℕ) - 1 + 1 = (i : ℕ) := by omega
    rw [← ladder_pred n h,
      Finset.sum_eq_single (⟨(i : ℕ) - 1, by omega⟩ : Fin (n + 1))]
    · simp only [if_pos e]
    · intro j _ hj
      have hne : ¬ ((j : ℕ) + 1 = (i : ℕ)) := fun h' =>
        hj (Fin.ext (show (j : ℕ) = (i : ℕ) - 1 by omega))
      simp [hne]
    · simp
```

Both $J_+J_-$ and $J_-J_+$ send each basis vector to a multiple of itself, possibly zero, so they are diagonal, and
$$(i+1)(n-i)-i(n-i+1)=n-2i=2\left(\tfrac n2-i\right).$$
This is $[J_+,J_-]=2J_z$. The code treats diagonal and off-diagonal entries separately.

```lean
/-- The ladder operators satisfy `[J₊, J₋] = 2 Jz`. -/
theorem commutator_plus_minus (n : ℕ) :
    Jplus n * Jminus n - Jminus n * Jplus n = (2 : ℂ) • Jz n := by
  ext i j
  have h1 : (Jplus n * Jminus n) i j = (ladder n i : ℂ) *
      (if (j : ℕ) + 1 = (i : ℕ) + 1 then (ladder n j : ℂ) else 0) := by
    refine Eq.trans ?_ (Jplus_mulVec n
      (fun k => if (j : ℕ) + 1 = k then (ladder n j : ℂ) else 0) i)
    simp only [Matrix.mul_apply, Matrix.mulVec, dotProduct, Jminus_apply]
  have h2 : (Jminus n * Jplus n) i j =
      ((√(((i : ℕ) : ℝ) * ((n : ℝ) - ((i : ℕ) : ℝ) + 1)) : ℝ) : ℂ) *
      (if (i : ℕ) - 1 + 1 = (j : ℕ) then (ladder n ((i : ℕ) - 1) : ℂ) else 0) := by
    refine Eq.trans ?_ (Jminus_mulVec n
      (fun k => if k + 1 = (j : ℕ) then (ladder n k : ℂ) else 0) i)
    simp only [Matrix.mul_apply, Matrix.mulVec, dotProduct, Jplus, Matrix.of_apply]
  rw [Matrix.sub_apply, h1, h2]
  by_cases hij : i = j
  · subst hij
    have hin : ((i : ℕ) : ℝ) ≤ n := by exact_mod_cast Nat.le_of_lt_succ i.isLt
    have ha : (ladder n i : ℂ) * (ladder n i : ℂ) =
        (((i : ℕ) : ℂ) + 1) * ((n : ℂ) - ((i : ℕ) : ℂ)) := by
      rw [← Complex.ofReal_mul, ladder,
        Real.mul_self_sqrt (mul_nonneg (by positivity) (by linarith))]
      simp only [Complex.ofReal_mul, Complex.ofReal_add, Complex.ofReal_sub,
        Complex.ofReal_one, Complex.ofReal_natCast]
    have hb : ((√(((i : ℕ) : ℝ) * ((n : ℝ) - ((i : ℕ) : ℝ) + 1)) : ℝ) : ℂ) *
        (if (i : ℕ) - 1 + 1 = (i : ℕ) then (ladder n ((i : ℕ) - 1) : ℂ) else 0) =
        ((i : ℕ) : ℂ) * ((n : ℂ) - ((i : ℕ) : ℂ) + 1) := by
      rcases Nat.eq_zero_or_pos (i : ℕ) with h | h
      · simp [h]
      · have e : (i : ℕ) - 1 + 1 = (i : ℕ) := by omega
        rw [if_pos e, ladder_pred n h, ← Complex.ofReal_mul,
          Real.mul_self_sqrt (mul_nonneg (by positivity) (by linarith))]
        simp only [Complex.ofReal_mul, Complex.ofReal_add, Complex.ofReal_sub,
          Complex.ofReal_one, Complex.ofReal_natCast]
    rw [if_pos (rfl : (i : ℕ) + 1 = (i : ℕ) + 1), ha, hb]
    simp only [Jz, Matrix.smul_apply, Matrix.diagonal_apply_eq, smul_eq_mul]
    ring
  · have hne : (i : ℕ) ≠ (j : ℕ) := fun h => hij (Fin.ext h)
    have e1 : ¬ ((j : ℕ) + 1 = (i : ℕ) + 1) := by omega
    rw [if_neg e1]
    rcases Nat.eq_zero_or_pos (i : ℕ) with h | h
    · simp [h, Jz, Matrix.diagonal_apply_ne _ hij]
    · have e2 : ¬ ((i : ℕ) - 1 + 1 = (j : ℕ)) := by omega
      rw [if_neg e2]
      simp [Jz, Matrix.diagonal_apply_ne _ hij]
```

In row $i$ and column $i+1$, the commutator $[J_z,J_+]$ multiplies $\lambda_i$ by $(n/2-i)-(n/2-i-1)=1$, so $[J_z,J_+]=J_+$.

```lean
/-- The raising operator satisfies `[Jz, J₊] = J₊`. -/
theorem commutator_z_plus (n : ℕ) : Jz n * Jplus n - Jplus n * Jz n = Jplus n := by
  ext i j
  simp only [Jz, Matrix.sub_apply, Matrix.diagonal_mul, Matrix.mul_diagonal, Jplus,
    Matrix.of_apply]
  split_ifs with h
  · have hj : ((j : ℕ) : ℂ) = ((i : ℕ) : ℂ) + 1 := by exact_mod_cast h.symm
    rw [hj]
    ring
  · ring
```

## The amplitudes solve the Schrödinger equation

From $(k+1)\binom n{k+1}=(n-k)\binom nk$ it follows that $\lambda_k^2\binom n{k+1}=(n-k)^2\binom nk$ and $\lambda_k^2\binom nk=(k+1)^2\binom n{k+1}$. Taking non-negative roots,
$$\lambda_k\sqrt{\tbinom n{k+1}}=(n-k)\sqrt{\tbinom nk},\qquad \lambda_k\sqrt{\tbinom nk}=(k+1)\sqrt{\tbinom n{k+1}}.$$

```lean
/-- For `k ≤ n`, multiplying `√C(n,k+1)` by the ladder coefficient gives `(n - k) √C(n,k)`, and
multiplying `√C(n,k)` by it gives `(k + 1) √C(n,k+1)`. -/
theorem ladder_mul_sqrt_choose (n k : ℕ) (hk : k ≤ n) :
    ladder n k * √(n.choose (k + 1) : ℝ) = ((n : ℝ) - k) * √(n.choose k : ℝ) ∧
    ladder n k * √(n.choose k : ℝ) = ((k : ℝ) + 1) * √(n.choose (k + 1) : ℝ) := by
  have hkn : (0 : ℝ) ≤ (n : ℝ) - k := sub_nonneg.mpr (by exact_mod_cast hk)
  have hk1 : (0 : ℝ) ≤ (k : ℝ) + 1 := by positivity
  have hC : (n.choose (k + 1) : ℝ) * ((k : ℝ) + 1) = n.choose k * ((n : ℝ) - k) := by
    rw [← Nat.cast_sub hk]
    exact_mod_cast Nat.choose_succ_right_eq n k
  constructor
  · rw [ladder, ← Real.sqrt_mul (mul_nonneg hk1 hkn),
      show ((k : ℝ) + 1) * ((n : ℝ) - k) * (n.choose (k + 1) : ℝ) =
        ((n : ℝ) - k) ^ 2 * (n.choose k : ℝ) by linear_combination ((n : ℝ) - k) * hC,
      Real.sqrt_mul (sq_nonneg _), Real.sqrt_sq hkn]
  · rw [ladder, ← Real.sqrt_mul (mul_nonneg hk1 hkn),
      show ((k : ℝ) + 1) * ((n : ℝ) - k) * (n.choose k : ℝ) =
        ((k : ℝ) + 1) ^ 2 * (n.choose (k + 1) : ℝ) by
          linear_combination (-((k : ℝ) + 1)) * hC,
      Real.sqrt_mul (sq_nonneg _), Real.sqrt_sq hk1]
```

The product rule gives
$$a_k'=\tfrac12\sqrt{\tbinom nk}\left[k\,c^{\,n-k+1}s^{\,k-1}-(n-k)\,c^{\,n-k-1}s^{\,k+1}\right],$$
where a term with zero prefactor is absent. The two identities turn this into
$$a_k'=\tfrac12\left[\sqrt{k(n-k+1)}\,a_{k-1}-\lambda_k a_{k+1}\right].$$
In the code, `h1` and `h2` rewrite the two neighbouring terms, and `ring` compares the result with the product rule.

```lean
lemma amp_deriv (n k : ℕ) (hk : k ≤ n) (t : ℝ) :
    HasDerivAt (fun s => amp n k s)
      ((√((k : ℝ) * ((n : ℝ) - k + 1)) * amp n (k - 1) t
        - ladder n k * amp n (k + 1) t) / 2) t := by
  have hh : HasDerivAt (fun u : ℝ => u / 2) (1 / 2) t := (hasDerivAt_id' t).div_const 2
  have h := ((hh.cos.fun_pow (n - k)).const_mul (√(n.choose k : ℝ))).fun_mul
    (hh.sin.fun_pow k)
  refine h.congr_deriv ?_
  have h1 : ladder n k * amp n (k + 1) t = ((n : ℝ) - k) * √(n.choose k : ℝ) *
      Real.cos (t / 2) ^ (n - k - 1) * Real.sin (t / 2) ^ (k + 1) := by
    unfold amp
    rw [Nat.sub_add_eq]
    linear_combination (Real.cos (t / 2) ^ (n - k - 1) * Real.sin (t / 2) ^ (k + 1)) *
      (ladder_mul_sqrt_choose n k hk).1
  have h2 : √((k : ℝ) * ((n : ℝ) - k + 1)) * amp n (k - 1) t = (k : ℝ) *
      √(n.choose k : ℝ) * Real.cos (t / 2) ^ (n - k) * Real.cos (t / 2) *
      Real.sin (t / 2) ^ (k - 1) := by
    rcases Nat.eq_zero_or_pos k with h0 | h0
    · subst h0
      simp
    · obtain ⟨m, rfl⟩ : ∃ m, k = m + 1 := ⟨k - 1, by omega⟩
      have e : n - m = n - (m + 1) + 1 := by omega
      rw [← ladder_pred n h0, Nat.add_sub_cancel]
      unfold amp
      rw [e]
      simp only [Nat.cast_add, Nat.cast_one]
      linear_combination (Real.cos (t / 2) ^ (n - (m + 1) + 1) * Real.sin (t / 2) ^ m) *
        (ladder_mul_sqrt_choose n m (by omega)).2
  rw [h1, h2]
  simp only [Nat.cast_sub hk]
  ring
```

Because $-iJ_y=(J_--J_+)/2$, the right-hand side is the component of $-iJ_ya$ given by the ladder actions. Hence $da/dt=-iJ_ya$.

```lean
/-- The amplitudes obey the Schrödinger equation `dψ/dt = -i Jy ψ`. -/
theorem amp_schrodinger (n : ℕ) (t : ℝ) (i : Fin (n + 1)) :
    HasDerivAt (fun s : ℝ => (amp n i s : ℂ))
      ((((-Complex.I) • Jy n) *ᵥ fun j : Fin (n + 1) => (amp n j t : ℂ)) i) t := by
  refine (amp_deriv n i (Nat.le_of_lt_succ i.isLt) t).ofReal_comp.congr_deriv ?_
  have hp := Jplus_mulVec n (fun k => (amp n k t : ℂ)) i
  have hm := Jminus_mulVec n (fun k => (amp n k t : ℂ)) i
  simp only [Jy, Matrix.smul_mulVec, Matrix.sub_mulVec, Pi.smul_apply, Pi.sub_apply,
    smul_eq_mul, hp, hm]
  push_cast
  linear_combination (-((ladder n i : ℂ) * (amp n (i + 1) t : ℂ) -
    ((√(((i : ℕ) : ℝ) * ((n : ℝ) - ((i : ℕ) : ℝ) + 1)) : ℝ) : ℂ) *
      (amp n (i - 1) t : ℂ)) / 2) * Complex.I_sq
```

## From the differential equation to the exponential

Let $v$ satisfy $dv/dt=Av$ at all real times, with $A$ a constant finite matrix. Then
$$\frac{d}{dt}\left(e^{-tA}v\right)=-e^{-tA}Av+e^{-tA}Av=0,$$
so $e^{-tA}v(t)=v(0)$, and multiplying by $e^{tA}$ gives $v(t)=e^{tA}v(0)$. The code differentiates entry by entry: `hE` handles the exponential, `hw` the cancellation, and `hinv` the inverse.

```lean
/-- Every solution of `dv/dt = A v` is the matrix exponential applied to its initial
value. -/
theorem exp_mulVec_of_hasDerivAt {ι : Type*} [Fintype ι] [DecidableEq ι]
    (A : Matrix ι ι ℂ) (v : ℝ → ι → ℂ)
    (hv : ∀ t i, HasDerivAt (fun s => v s i) ((A *ᵥ v t) i) t) (t : ℝ) :
    NormedSpace.exp (t • A) *ᵥ v 0 = v t := by
  have hE : ∀ (s : ℝ) (i j : ι),
      HasDerivAt (fun u : ℝ => (NormedSpace.exp (u • (-A))) i j)
        ((NormedSpace.exp (s • (-A)) * (-A)) i j) s := by
    intro s i j
    let : NormedRing (Matrix ι ι ℂ) := Matrix.linftyOpNormedRing
    let : NormedAlgebra ℝ (Matrix ι ι ℂ) := Matrix.linftyOpNormedAlgebra
    let L : Matrix ι ι ℂ →ₗ[ℝ] ℂ :=
      { toFun := fun M => M i j
        map_add' := fun _ _ => rfl
        map_smul' := fun _ _ => rfl }
    exact (LinearMap.toContinuousLinearMap L).hasFDerivAt.comp_hasDerivAt s
      (hasDerivAt_exp_smul_const (-A) s)
  -- the vector `exp(-sA) v(s)` does not change in time
  have hw : ∀ (s : ℝ) (i : ι),
      HasDerivAt (fun u : ℝ => (NormedSpace.exp (u • (-A)) *ᵥ v u) i) 0 s := by
    intro s i
    have h : HasDerivAt (fun u : ℝ => ∑ j, (NormedSpace.exp (u • (-A))) i j * v u j)
        (∑ j, ((NormedSpace.exp (s • (-A)) * (-A)) i j * v s j +
          (NormedSpace.exp (s • (-A))) i j * (A *ᵥ v s) j)) s :=
      HasDerivAt.fun_sum fun j _ => (hE s i j).fun_mul (hv s j)
    refine h.congr_deriv ?_
    have e : ((NormedSpace.exp (s • (-A)) * (-A)) *ᵥ v s) i =
        -((NormedSpace.exp (s • (-A)) *ᵥ (A *ᵥ v s)) i) := by
      rw [Matrix.mul_neg, Matrix.neg_mulVec, Matrix.mulVec_mulVec, Pi.neg_apply]
    rw [Finset.sum_add_distrib]
    exact add_eq_zero_iff_eq_neg.mpr e
  have hk : NormedSpace.exp (t • (-A)) *ᵥ v t = v 0 := by
    funext i
    refine (is_const_of_deriv_eq_zero
      (f := fun u : ℝ => (NormedSpace.exp (u • (-A)) *ᵥ v u) i)
      (fun s => (hw s i).differentiableAt) (fun s => (hw s i).deriv) t 0).trans ?_
    show (NormedSpace.exp ((0 : ℝ) • (-A)) *ᵥ v 0) i = v 0 i
    rw [zero_smul, NormedSpace.exp_zero, Matrix.one_mulVec]
  have hcomm : Commute (t • A) (t • (-A)) := by
    rw [smul_neg]
    exact (Commute.refl _).neg_right
  have hz : t • A + t • (-A) = 0 := by rw [smul_neg, add_neg_cancel]
  have hinv := Matrix.exp_add_of_commute _ _ hcomm
  rw [hz, NormedSpace.exp_zero] at hinv
  rw [← hk, Matrix.mulVec_mulVec, ← hinv, Matrix.one_mulVec]
```

At $t=0$ we have $c=1$ and $s=0$, so $a(0)=e_0$. Setting $A=-iJ_y$ yields
$$\left(e^{-itJ_y}e_0\right)_k=\sqrt{\tbinom nk}\cos^{n-k}(t/2)\,\sin^k(t/2).$$
Here `NormedSpace.exp` is the full matrix exponential.

```lean
/-- Rotating the top state of a spin `n/2` by the angle `t` about the y axis gives the
components `√C(n,k) cos(t/2)^(n-k) sin(t/2)^k`. -/
theorem rotated_top_state (n : ℕ) (t : ℝ) (k : Fin (n + 1)) :
    (NormedSpace.exp ((-(Complex.I * (t : ℂ))) • Jy n) *ᵥ Pi.single 0 1) k =
      ((√(n.choose k : ℝ) * Real.cos (t / 2) ^ (n - (k : ℕ)) *
        Real.sin (t / 2) ^ (k : ℕ) : ℝ) : ℂ) := by
  have hA : (-(Complex.I * (t : ℂ))) • Jy n = t • ((-Complex.I) • Jy n) := by
    ext i j
    simp only [Matrix.smul_apply, smul_eq_mul, Complex.real_smul]
    ring
  -- at angle zero the amplitudes are those of the top state
  have h0 : (fun j : Fin (n + 1) => (amp n j 0 : ℂ)) = Pi.single 0 1 := by
    funext j
    by_cases h : j = 0
    · subst h
      simp [amp]
    · have hj : (j : ℕ) ≠ 0 := fun h' => h (Fin.ext h')
      simp [amp, h, hj]
  rw [hA, ← h0]
  exact congrFun (exp_mulVec_of_hasDerivAt ((-Complex.I) • Jy n)
    (fun s (j : Fin (n + 1)) => (amp n j s : ℂ)) (amp_schrodinger n) t) k
```

## Outcome probabilities and the complete flip

The eigenvalues $n/2-k$ are distinct, so by the Born rule the probability of finding $n/2-k$ is the squared modulus of component $k$. With $p=\sin^2(t/2)$,
$$P(k)=\tbinom nk p^k(1-p)^{n-k}.$$
The theorem states this equality for the squared modulus; the measurement itself is not modelled.

```lean
/-- The squared modulus of component `k` of the rotated top state is the binomial probability of `k`
successes in `n` trials with success probability `sin²(t/2)`. -/
theorem outcome_binomial (n : ℕ) (t : ℝ) (k : Fin (n + 1)) :
    ‖(NormedSpace.exp ((-(Complex.I * (t : ℂ))) • Jy n) *ᵥ Pi.single 0 1) k‖ ^ 2 =
      (n.choose k : ℝ) * (Real.sin (t / 2) ^ 2) ^ (k : ℕ) *
        (1 - Real.sin (t / 2) ^ 2) ^ (n - (k : ℕ)) := by
  rw [rotated_top_state, Complex.norm_real, Real.norm_eq_abs, sq_abs, mul_pow, mul_pow,
    Real.sq_sqrt (Nat.cast_nonneg _), ← Real.cos_sq']
  ring
```

At $t=\pi$, $c=0$ and $s=1$, so only $k=n$ survives, with amplitude exactly $1$: the top state goes to $e_n$ without an extra phase. In magnetic resonance this is the ideal $\pi$ pulse: for a single isolated spin without relaxation, the Hamiltonian in the rotating frame is $\omega J_y$ with constant $\omega>0$, and it acts for a time $\pi/\omega$. The amplitudes at a general angle $t$ provide an exact reference for a numerical propagator.

```lean
/-- A rotation by `π` about the y axis carries the top state to the bottom state. -/
theorem rotation_pi (n : ℕ) :
    NormedSpace.exp ((-(Complex.I * (Real.pi : ℂ))) • Jy n) *ᵥ Pi.single 0 1 =
      Pi.single (Fin.last n) 1 := by
  funext k
  rw [rotated_top_state, Real.cos_pi_div_two, Real.sin_pi_div_two]
  by_cases h : k = Fin.last n
  · subst h
    simp
  · have hk : n - (k : ℕ) ≠ 0 := by
      have h1 := k.isLt
      have h2 : (k : ℕ) ≠ n := fun h' => h (Fin.ext h')
      omega
    rw [zero_pow hk, Pi.single_eq_of_ne h]
    simp

end

end SpinRotation
```

```lean
#print axioms SpinRotation.commutator_z_plus
#print axioms SpinRotation.rotated_top_state
#print axioms SpinRotation.outcome_binomial
#print axioms SpinRotation.rotation_pi
```

```
'SpinRotation.commutator_z_plus' depends on axioms: [propext, Classical.choice, Quot.sound]
'SpinRotation.rotated_top_state' depends on axioms: [propext, Classical.choice, Quot.sound]
'SpinRotation.outcome_binomial' depends on axioms: [propext, Classical.choice, Quot.sound]
'SpinRotation.rotation_pi' depends on axioms: [propext, Classical.choice, Quot.sound]
```
